# Rotating two orbitals of an orthonormal basis into each other keeps the basis orthonormal

In a finite real basis of orthonormal orbitals, take two distinct orbitals `i` and `j`, rotate them into each other by an angle `θ`, and leave all the others alone. The theorem `planeRotation_orthogonal` says that the matrix R whose columns are the resulting orbitals satisfies RᵀR = 1, which means that the new orbitals are again orthonormal. The proof takes this equation entry by entry, reading each entry on the left as the dot product of two rotated orbitals `k` and `l`. It splits into nine cases, as each index may be `i`, `j` or neither, and in every case calls `simp` to work out the entry and `nlinarith`, supplied with sin²θ + cos²θ = 1, to finish whatever is left.

The failing Lean file:

```lean
import Mathlib

open Matrix Finset

namespace DiagonalEqualization

noncomputable section

variable {ι : Type*} [Fintype ι] [DecidableEq ι]

/-- The image of the basis orbital `l` under the rotation by `θ` in the plane of
orbitals `i` and `j`. -/
def rotatedOrbital (i j : ι) (θ : ℝ) (l : ι) : ι → ℝ :=
  if l = i then Real.cos θ • Pi.single i 1 + Real.sin θ • Pi.single j 1
  else if l = j then (-Real.sin θ) • Pi.single i 1 + Real.cos θ • Pi.single j 1
  else Pi.single l 1

/-- The matrix whose columns are the rotated orbitals. -/
def planeRotation (i j : ι) (θ : ℝ) : Matrix ι ι ℝ :=
  Matrix.of fun k l => rotatedOrbital i j θ l k

/-- A plane rotation is an orthogonal matrix. -/
theorem planeRotation_orthogonal {i j : ι} (hij : i ≠ j) (θ : ℝ) :
    (planeRotation i j θ)ᵀ * planeRotation i j θ = 1 := by
  have hji := hij.symm
  have cls : ∀ k, k = i ∨ k = j ∨ (k ≠ i ∧ k ≠ j ∧ i ≠ k ∧ j ≠ k) := by
    intro k
    by_cases h : k = i
    · exact Or.inl h
    by_cases h' : k = j
    · exact Or.inr (Or.inl h')
    exact Or.inr (Or.inr ⟨h, h', Ne.symm h, Ne.symm h'⟩)
  ext k l
  change rotatedOrbital i j θ k ⬝ᵥ rotatedOrbital i j θ l = _
  -- each index is `i`, `j`, or a spectator
  rcases cls k with h | h | ⟨a, b, c, d⟩ <;>
    rcases cls l with h' | h' | ⟨a', b', c', d'⟩ <;>
    simp [*, rotatedOrbital, add_dotProduct, Pi.single_apply, Matrix.one_apply] <;>
    nlinarith [Real.sin_sq_add_cos_sq θ]

end

end DiagonalEqualization
```

Lean reports:

```
Main.lean:39:4: error: linarith failed to find a contradiction
case inr.inr.inr.inr.h1
ι : Type u_1
inst✝¹ : Fintype ι
inst✝ : DecidableEq ι
i j : ι
hij : i ≠ j
θ : ℝ
hji : j ≠ i
cls : ∀ (k : ι), k = i ∨ k = j ∨ k ≠ i ∧ k ≠ j ∧ i ≠ k ∧ j ≠ k
k l : ι
a : k ≠ i
b : k ≠ j
c : i ≠ k
d : j ≠ k
a' : l ≠ i
b' : l ≠ j
c' : i ≠ l
d' : j ≠ l
a✝ : (if l = k then 1 else 0) < if k = l then 1 else 0
⊢ False
failed
Main.lean:38:29: warning: This simp argument is unused:
  add_dotProduct

Hint: Omit it from the simp argument list.
  [apply] simp [*, rotatedOrbital, Pi.single_apply, Matrix.one_apply]

Note: This linter can be disabled with `set_option linter.unusedSimpArgs false`
```

Fix (accepted with no message):

```diff
@@ -36,6 +36,8 @@
   rcases cls k with h | h | ⟨a, b, c, d⟩ <;>
     rcases cls l with h' | h' | ⟨a', b', c', d'⟩ <;>
-    simp [*, rotatedOrbital, add_dotProduct, Pi.single_apply, Matrix.one_apply] <;>
-    nlinarith [Real.sin_sq_add_cos_sq θ]
+    simp [*, rotatedOrbital, Pi.single_apply, Matrix.one_apply] <;>
+    first
+      | exact if_congr eq_comm rfl rfl
+      | nlinarith [Real.sin_sq_add_cos_sq θ]
 
 end
```

What went wrong. The error comes from the case where `k` and `l` are both different from `i` and `j`, so no angle is involved. After `simp`, the dot product has become `if l = k then 1 else 0`, while the entry of the identity matrix is `if k = l then 1 else 0`. These are equal, but the equations in their conditions are written in opposite directions. `nlinarith` does arithmetic and treats the two expressions as unrelated unknowns, so it can't refute the assumption that one is less than the other, and the fact about sine and cosine is no help.

The repair first tries `if_congr eq_comm rfl rfl`. Here `eq_comm` says that `l = k` holds exactly when `k = l`, and each `rfl` matches a pair of equal branches. Where this term doesn't fit the goal, `first` falls back on `nlinarith` as before.

Dropping `add_dotProduct` is mere tidying, since the warning says `simp` never used it.
